# Virial Identity for the s-Wave Scattering Length of a C¹ Potential That Vanishes at Its Cutoff

Q: Take no potential at all. The zero-energy radial wave that vanishes at the origin is $u=r$, and the scattering length $a$ is zero. What can a virial identity say about that?

A: It shows where $a$ comes from. Suppose we know only that $u''=0$ on $[0,R]$, that $u(0)=0$, and that $u$ joins the outer line $r-a$ at $R$, so $u(R)=R-a$ and $u'(R)=1$. The function $ru'^2-uu'$ has derivative $u'^2-u'^2=0$. It is $0$ at the origin and $R-(R-a)=a$ at $R$. Hence $a=0$. With a potential the function is no longer constant, and its total change is still $a$.

Q: Then switch the potential on.

A: Here $u$ is $r$ times the s-wave wavefunction. Let $U=2\mu V/\hbar^2$, with $\mu$ the reduced mass and $V$ the interaction, so that $u''=Uu$ at zero energy. Define
$$F=ru'^2-rUu^2-uu'.$$
Differentiating gives
$$F'=u'^2+2ru'u''-Uu^2-rU'u^2-2rUuu'-u'^2-uu''.$$
Insert $u''=Uu$. The two terms $\pm2rUuu'$ cancel, as do the two terms $\pm u'^2$, which leaves
$$F'=-(2U+rU')u^2.$$
At the ends, $F(0)=0$ and $F(R)=R-RU(R)(R-a)^2-(R-a)=a-RU(R)(R-a)^2$. Integrating from $0$ to $R$,
$$a=RU(R)(R-a)^2-\int_0^R(2U+rU')u^2\,dr.$$
If $U(R)=0$, only the integral remains.

Q: What does the Lean file assume about the potential?

```lean
import Mathlib

open Set

namespace ScatteringLengthVirial

noncomputable section
```

A: That $U$ has a continuous derivative on the closed interval, one-sided at the ends. `U'` is a separate function, tied to `U` by the field `deriv`.

```lean
/-- The potential `U` is continuously differentiable on `[0, R]` with derivative `U'`
(one-sided at the endpoints). -/
structure IsC1Potential (U U' : ℝ → ℝ) (R : ℝ) : Prop where
  deriv : ∀ r ∈ Icc 0 R, HasDerivWithinAt U (U' r) (Icc 0 R) r
  cont : ContinuousOn U' (Icc 0 R)
```

Q: That excludes a Coulomb singularity or a hard core. And where is the scattering length defined?

A: Both are excluded. The length enters through the matching conditions:

```lean
/-- The radial wave `u`, with slope `v`, solves `u'' = U u` on `[0, R]`, vanishes at the origin
and joins the outer solution `r - a` at `R`, where `a` is the scattering length. -/
structure IsZeroEnergyWave (U u v : ℝ → ℝ) (R a : ℝ) : Prop where
  slope : ∀ r ∈ Icc 0 R, HasDerivWithinAt u (v r) (Icc 0 R) r
  radial : ∀ r ∈ Icc 0 R, HasDerivWithinAt v (U r * u r) (Icc 0 R) r
  origin : u 0 = 0
  value_match : u R = R - a
  slope_match : v R = 1
```

Here `v` is $u'$, and `radial` is the zero-energy s-wave equation. The fields `value_match` and `slope_match` say that $u$ continues as $r-a$, which is the physical outer wave when the interaction is zero beyond $R$. The link to the low-energy phase shift is the usual interpretation of $a$ and is not derived. The existence of such a wave is assumed too: if the regular solution has $u'(R)=0$, the scattering length diverges and no rescaling gives slope one.

Q: And the virial?

A: The weight is $2U+rU'$, and `virialFunction` is $F$ with `v` in place of $u'$.

```lean
/-- The virial weight `2 U + r U'` of the potential. -/
def virial (U U' : ℝ → ℝ) (r : ℝ) : ℝ := 2 * U r + r * U' r

/-- The virial function `r u'² - r U u² - u u'` of a radial wave `u` with slope `v`. -/
def virialFunction (U u v : ℝ → ℝ) (r : ℝ) : ℝ :=
  r * v r ^ 2 - r * U r * u r ^ 2 - u r * v r
```

The familiar virial theorem concerns averages in bound states. This identity concerns a zero-energy scattering wave, whose boundary term survives and, when $U(R)=0$, equals $a$.

Q: How does the proof follow your calculation?

A: First comes the fundamental theorem of calculus, for a continuous derivative on $[0,R]$ with $R\ge0$. Continuity of the weight makes it applicable.

```lean
/-- The integral over `[0, R]` of a continuous derivative is the difference of the
boundary values. -/
theorem integral_eq_boundary {F f : ℝ → ℝ} {R : ℝ} (hR : 0 ≤ R)
    (hF : ∀ r ∈ Icc 0 R, HasDerivWithinAt F (f r) (Icc 0 R) r)
    (hf : ContinuousOn f (Icc 0 R)) : ∫ r in (0 : ℝ)..R, f r = F R - F 0 :=
  intervalIntegral.integral_eq_sub_of_hasDerivAt_of_le hR
    (fun r hr => (hF r hr).continuousWithinAt)
    (fun r hr => (hF r (Ioo_subset_Icc_self hr)).hasDerivAt (Icc_mem_nhds hr.1 hr.2))
    (hf.intervalIntegrable_of_Icc hR)

/-- The virial weight of a continuously differentiable potential is continuous. -/
theorem virial_continuousOn {U U' : ℝ → ℝ} {R : ℝ} (hU : IsC1Potential U U' R) :
    ContinuousOn (virial U U') (Icc 0 R) := by
  have hc : ContinuousOn U (Icc 0 R) := fun r hr => (hU.deriv r hr).continuousWithinAt
  exact (continuousOn_const.mul hc).add (continuousOn_id.mul hU.cont)
```

The next lemma is the formula for $F'$. The product rule is assembled from `fun_mul` and `fun_sub`. The derivative supplied for `v` is already `U r * u r`, so the radial equation is inserted at once, and `ring` performs the cancellations.

```lean
/-- Along a zero-energy wave the virial function changes at the rate `-(2 U + r U') u²`. -/
theorem virialFunction_deriv {U U' u v : ℝ → ℝ} {R a : ℝ} (hU : IsC1Potential U U' R)
    (hu : IsZeroEnergyWave U u v R a) {r : ℝ} (hr : r ∈ Icc 0 R) :
    HasDerivWithinAt (virialFunction U u v) (-(virial U U' r * u r ^ 2)) (Icc 0 R) r := by
  have hx : HasDerivWithinAt (fun x : ℝ => x) 1 (Icc 0 R) r :=
    (hasDerivAt_id' r).hasDerivWithinAt
  have h1 := hu.slope r hr
  have h2 := hu.radial r hr
  have h := ((hx.fun_mul (h2.fun_mul h2)).fun_sub
    ((hx.fun_mul (hU.deriv r hr)).fun_mul (h1.fun_mul h1))).fun_sub (h1.fun_mul h2)
  have e : virialFunction U u v =
      fun x => x * (v x * v x) - x * U x * (u x * u x) - u x * v x := by
    funext x
    unfold virialFunction
    ring
  rw [e]
  -- the terms with `u u'` and with `u'²` cancel
  exact h.congr_deriv (by unfold virial; ring)
```

Q: I often truncate a potential where it is small but not zero.

A: Then you need the version with the surface term. It gives the scattering length of the truncated potential and does not restore the discarded tail. `simp only` inserts the boundary values, and `linear_combination` solves for $a$.

```lean
/-- Virial identity for a potential cut off at `R` with any value `U(R)`: the scattering length
is a surface term minus the integral of `(2 U + r U') u²`. -/
theorem scatteringLength_virial_cutoff {U U' u v : ℝ → ℝ} {R a : ℝ} (hR : 0 ≤ R)
    (hU : IsC1Potential U U' R) (hu : IsZeroEnergyWave U u v R a) :
    a = R * U R * (R - a) ^ 2 - ∫ r in (0 : ℝ)..R, virial U U' r * u r ^ 2 := by
  have hc : ContinuousOn u (Icc 0 R) := fun r hr => (hu.slope r hr).continuousWithinAt
  have h := integral_eq_boundary hR (fun r hr => virialFunction_deriv hU hu hr)
    (((virial_continuousOn hU).mul (hc.pow 2)).neg)
  rw [intervalIntegral.integral_neg] at h
  -- insert the boundary values at the origin and at the matching radius
  simp only [virialFunction, hu.origin, hu.value_match, hu.slope_match] at h
  linear_combination -h
```

Physically, the surface term is what the jump from $U(R)$ to zero would contribute if $U'$ included its delta function. Setting $U(R)=0$ gives the main theorem:

```lean
/-- Virial identity for the scattering length: if the potential vanishes at `R`, then
`a = -∫ (2 U + r U') u² dr` over `[0, R]`. -/
theorem scatteringLength_eq_neg_virial {U U' u v : ℝ → ℝ} {R a : ℝ} (hR : 0 ≤ R)
    (hU : IsC1Potential U U' R) (hUR : U R = 0) (hu : IsZeroEnergyWave U u v R a) :
    a = -∫ r in (0 : ℝ)..R, (2 * U r + r * U' r) * u r ^ 2 := by
  have h := scatteringLength_virial_cutoff hR hU hu
  simp only [virial, hUR] at h
  linear_combination h
```

The slope $U'(R)$ need not vanish, so a kink at the cutoff is allowed.

Q: Does it agree with the Born approximation for a weak potential?

A: Replace $u$ by the free wave $r$. Since
$$(r^3U)'=(2U+rU')r^2+r^2U$$
and $r^3U$ vanishes at both ends, the virial expression becomes $\int_0^R r^2U\,dr$, the first Born value. The theorem is this equality of integrals; it gives no error estimate.

```lean
/-- With the free wave `u = r` in place of the exact one, the virial expression equals the
first Born integral `∫ r² U dr`. -/
theorem virial_free_wave_eq_born {U U' : ℝ → ℝ} {R : ℝ} (hR : 0 ≤ R)
    (hU : IsC1Potential U U' R) (hUR : U R = 0) :
    -∫ r in (0 : ℝ)..R, virial U U' r * r ^ 2 = ∫ r in (0 : ℝ)..R, r ^ 2 * U r := by
  have hc : ContinuousOn U (Icc 0 R) := fun r hr => (hU.deriv r hr).continuousWithinAt
  have c1 : ContinuousOn (fun r => virial U U' r * r ^ 2) (Icc 0 R) :=
    (virial_continuousOn hU).mul (continuous_pow 2).continuousOn
  have c2 : ContinuousOn (fun r => r ^ 2 * U r) (Icc 0 R) :=
    (continuous_pow 2).continuousOn.mul hc
  -- the sum of the two integrands is the derivative of `r³ U`
  have h := integral_eq_boundary (F := fun r => r ^ 3 * U r)
    (f := fun r => virial U U' r * r ^ 2 + r ^ 2 * U r) hR (fun r hr => by
      have h3 : HasDerivAt (fun x : ℝ => x ^ 3) (3 * r ^ 2) r := by
        simpa using hasDerivAt_pow 3 r
      exact (h3.hasDerivWithinAt.fun_mul (hU.deriv r hr)).congr_deriv
        (by unfold virial; ring)) (c1.add c2)
  rw [intervalIntegral.integral_add (c1.intervalIntegrable_of_Icc hR)
    (c2.intervalIntegrable_of_Icc hR)] at h
  simp only [hUR] at h
  linear_combination -h
```

Similarly, $(r^2U)'=r(2U+rU')$, so the weight integrates to zero against $r\,dr$. A nonzero scattering length therefore reflects how $u^2$ differs from a multiple of $r$ across the well or barrier.

```lean
/-- For a potential that vanishes at `R`, the virial weight integrates to zero over `[0, R]` with
measure `r dr`. -/
theorem virial_balanced {U U' : ℝ → ℝ} {R : ℝ} (hR : 0 ≤ R)
    (hU : IsC1Potential U U' R) (hUR : U R = 0) :
    ∫ r in (0 : ℝ)..R, r * virial U U' r = 0 := by
  have h := integral_eq_boundary (F := fun r => r ^ 2 * U r)
    (f := fun r => r * virial U U' r) hR (fun r hr => by
      have h2 : HasDerivAt (fun x : ℝ => x ^ 2) (2 * r) r := by
        simpa using hasDerivAt_pow 2 r
      exact (h2.hasDerivWithinAt.fun_mul (hU.deriv r hr)).congr_deriv
        (by unfold virial; ring)) (continuousOn_id.mul (virial_continuousOn hU))
  rw [h]
  simp [hUR]
```

Q: Show me numbers for a potential that isn't zero.

A: Take $R=1$, $D=1+10r^2-3r^4$, $U=60(1-r^2)/D$ and $u=rD/16$. On $[0,1]$ we have $D\ge1$. Then $u''=60r(1-r^2)/16=Uu$, with $u(1)=1/2$ and $u'(1)=1$, so $a=1/2$. In the integral the denominators cancel:
$$(2U+rU')u^2=\tfrac{60}{256}\left(2r^2-4r^4-14r^6\right).$$
The bracket integrates to $\tfrac23-\tfrac45-2=-\tfrac{32}{15}$, so the integral is $-\tfrac12$, and minus that is $a$.

```lean
/-- A smooth barrier on `[0, 1]` that vanishes at `r = 1`. -/
def barrier (r : ℝ) : ℝ := 60 * (1 - r ^ 2) / (1 + 10 * r ^ 2 - 3 * r ^ 4)

/-- The derivative of the smooth barrier. -/
def barrierSlope (r : ℝ) : ℝ :=
  (60 * (-(2 * r)) * (1 + 10 * r ^ 2 - 3 * r ^ 4)
    - 60 * (1 - r ^ 2) * (20 * r - 12 * r ^ 3)) / (1 + 10 * r ^ 2 - 3 * r ^ 4) ^ 2
```

The last theorem verifies that this potential and wave meet every hypothesis. It shows $D\neq0$, differentiates the polynomials, and clears the denominator to confirm the radial equation.

```lean
/-- The smooth barrier with the wave `(r + 10 r³ - 3 r⁵)/16` meets all hypotheses of the virial
identity, with `R = 1` and scattering length `1/2`. -/
theorem scatteringLength_virial_witness :
    IsC1Potential barrier barrierSlope 1 ∧ barrier 1 = 0 ∧
    IsZeroEnergyWave barrier (fun r => (r + 10 * r ^ 3 - 3 * r ^ 5) / 16)
      (fun r => (1 + 30 * r ^ 2 - 15 * r ^ 4) / 16) 1 (1 / 2) := by
  have hD : ∀ r ∈ Icc (0 : ℝ) 1, 1 + 10 * r ^ 2 - 3 * r ^ 4 ≠ 0 := by
    intro r hr
    have h1 : r ^ 2 ≤ 1 := pow_le_one₀ hr.1 hr.2
    have h2 : 0 ≤ r ^ 2 * (1 - r ^ 2) := mul_nonneg (sq_nonneg r) (by linarith)
    have h3 : 0 < 1 + 10 * r ^ 2 - 3 * r ^ 4 := by nlinarith [sq_nonneg r]
    exact h3.ne'
  have p2 (r : ℝ) : HasDerivAt (fun x : ℝ => x ^ 2) (2 * r) r := by
    simpa using hasDerivAt_pow 2 r
  have p3 (r : ℝ) : HasDerivAt (fun x : ℝ => x ^ 3) (3 * r ^ 2) r := by
    simpa using hasDerivAt_pow 3 r
  have p4 (r : ℝ) : HasDerivAt (fun x : ℝ => x ^ 4) (4 * r ^ 3) r := by
    simpa using hasDerivAt_pow 4 r
  have p5 (r : ℝ) : HasDerivAt (fun x : ℝ => x ^ 5) (5 * r ^ 4) r := by
    simpa using hasDerivAt_pow 5 r
  refine ⟨⟨fun r hr => ?_, ?_⟩, by norm_num [barrier],
    ⟨fun r _ => ?_, fun r hr => ?_, by norm_num, by norm_num, by norm_num⟩⟩
  · have h := (((p2 r).const_sub 1).const_mul 60).fun_div
      ((((p2 r).const_mul 10).const_add 1).fun_sub ((p4 r).const_mul 3)) (hD r hr)
    exact (h.congr_deriv (by unfold barrierSlope; ring)).hasDerivWithinAt
  · unfold barrierSlope
    exact ContinuousOn.div (by fun_prop) (by fun_prop) (fun r hr => pow_ne_zero 2 (hD r hr))
  · have h := (((hasDerivAt_id' r).fun_add ((p3 r).const_mul 10)).fun_sub
      ((p5 r).const_mul 3)).div_const 16
    exact (h.congr_deriv (by ring)).hasDerivWithinAt
  · have h := ((((p2 r).const_mul 30).const_add 1).fun_sub
      ((p4 r).const_mul 15)).div_const 16
    -- the radial equation, after clearing the denominator of the barrier
    have hb : barrier r * (1 + 10 * r ^ 2 - 3 * r ^ 4) = 60 * (1 - r ^ 2) :=
      div_mul_cancel₀ _ (hD r hr)
    exact (h.congr_deriv (by linear_combination (-(r / 16)) * hb)).hasDerivWithinAt

end

end ScatteringLengthVirial
```

```lean
#print axioms ScatteringLengthVirial.scatteringLength_virial_cutoff
#print axioms ScatteringLengthVirial.scatteringLength_eq_neg_virial
#print axioms ScatteringLengthVirial.virial_free_wave_eq_born
#print axioms ScatteringLengthVirial.virial_balanced
```

```
'ScatteringLengthVirial.scatteringLength_virial_cutoff' depends on axioms: [propext, Classical.choice, Quot.sound]
'ScatteringLengthVirial.scatteringLength_eq_neg_virial' depends on axioms: [propext, Classical.choice, Quot.sound]
'ScatteringLengthVirial.virial_free_wave_eq_born' depends on axioms: [propext, Classical.choice, Quot.sound]
'ScatteringLengthVirial.virial_balanced' depends on axioms: [propext, Classical.choice, Quot.sound]
```

Q: Where would I meet this in a code?

A: It can serve as a check on a computed s-wave scattering length, for a local, spherical, finite-range potential that is continuously differentiable from the origin up to its cutoff. Integrate outward from $u(0)=0$ with any nonzero initial slope, and read off $a=R-u(R)/u'(R)$. Divide the whole wave by $u'(R)$, evaluate minus the virial integral on the same grid, and add the surface term if $U(R)\neq0$. The two values should agree to within the discretisation error. A disagreement that persists as the grid is refined signals an error, for example a wrong $U'$, a missing surface term or a wave left unnormalised.
